# Lindhard screening makes the static Coulomb interaction non-differentiable at \(q=2k_F\) in three dimensions at zero temperature

A charged impurity in a metal is screened by the conduction electrons, yet the density around it ripples with wave number \(2k_F\). I know these Friedel oscillations are traced to a logarithm in the zero-temperature Lindhard function,

\[
F(x)=\frac12+\frac{1-x^2}{4x}\ln\left|\frac{1+x}{1-x}\right|,\qquad x=\frac{q}{2k_F}>0,\qquad F(1)=\frac12 .
\]

But \(F\) is continuous at \(x=1\), and it enters the screened interaction only through a denominator. Does the singularity survive there, and how strong is it? I would like a rigorous argument, checked by machine.

## The logarithm survives, with coefficient \(-2c/(2+c)^2\)

It does survive. In the random-phase approximation, and in reduced units, the screened interaction is

\[
V_c(x)=\frac{1}{x^2+cF(x)},\qquad c=\left(\frac{k_{TF}}{2k_F}\right)^2,
\]

where \(k_{TF}\) is the Thomas-Fermi wave number, so \(c\) measures the strength of screening and \(c=0\) is the bare Coulomb interaction.

Write \(L=\ln|x-1|\). For \(x>0\), \(x\ne1\), use \(1-x^2=-(x-1)(1+x)\) and split the logarithm:

\[
F(x)-\frac12=(x-1)\,\frac{1+x}{4x}\,\bigl[L-\ln(1+x)\bigr].
\]

Dividing by \((x-1)L\) gives

\[
\frac{F(x)-\frac12}{(x-1)L}=\frac{1+x}{4x}\left[1-\frac{\ln(1+x)}{L}\right]\to\frac12,
\]

because \(L\to-\infty\) as \(x\to1\). Since \((x-1)L\to0\), it follows that \(F(x)\to\frac12\), which is continuity at 1.

Now let \(D(x)=x^2+cF(x)\) with \(c\ge0\), so \(D(1)=1+c/2\). Then

\[
V_c(x)-V_c(1)=-\frac{D(x)-D(1)}{D(x)D(1)},\qquad
D(x)-D(1)=(x-1)(x+1)+c\left(F(x)-\tfrac12\right).
\]

Dividing by \((x-1)L\) again,

\[
\frac{V_c(x)-V_c(1)}{(x-1)L}
=-\frac{\dfrac{x+1}{L}+c\,\dfrac{F(x)-\frac12}{(x-1)L}}{D(x)D(1)}
\to-\frac{c/2}{(1+c/2)^2}=-\frac{2c}{(2+c)^2}.
\]

The smooth \(x^2\) part is suppressed by \(1/L\). For \(c>0\) the limit is negative, and multiplying by \(L\to-\infty\) gives

\[
\frac{V_c(x)-V_c(1)}{x-1}\to+\infty .
\]

No finite derivative exists. For \(c=0\), \(V_0(x)=1/x^2\) is differentiable at 1.

Here is the complete Lean file.

```lean
import Mathlib

open Filter Topology

namespace ScreenedCoulombKohnSingularity

noncomputable section

/-- The static Lindhard function of the three-dimensional electron gas at `x = q / 2k_F`,
for `x > 0`, with the value `1/2` at `x = 1`. -/
def lindhard (x : ℝ) : ℝ :=
  if x = 1 then 1 / 2 else 1 / 2 + (1 - x ^ 2) / (4 * x) * Real.log |(1 + x) / (1 - x)|

/-- The statically screened Coulomb interaction in reduced units, for `x = q / 2k_F > 0` and
`x ^ 2 + c * lindhard x ≠ 0`; `c` is the squared ratio of the Thomas-Fermi wave number
to `2k_F`. -/
def screened (c x : ℝ) : ℝ := 1 / (x ^ 2 + c * lindhard x)

/-- At `q = 2k_F` the Lindhard function equals one half. -/
theorem lindhard_one : lindhard 1 = 1 / 2 := if_pos rfl

/-- Away from `2k_F`, the deviation of the Lindhard function from one half is `x - 1` times
a factor containing the logarithm of the distance to `2k_F`. -/
theorem lindhard_sub_half {x : ℝ} (hx : 0 < x) (h1 : x ≠ 1) :
    lindhard x - 1 / 2 =
      (x - 1) * ((1 + x) / (4 * x) * (Real.log |x - 1| - Real.log (1 + x))) := by
  have hp : 0 < 1 + x := by linarith
  have hn : |x - 1| ≠ 0 := abs_ne_zero.2 (sub_ne_zero.2 h1)
  have hl : Real.log |(1 + x) / (1 - x)| = Real.log (1 + x) - Real.log |x - 1| := by
    rw [abs_div, abs_of_pos hp, abs_sub_comm 1 x, Real.log_div hp.ne' hn]
  rw [lindhard, if_neg h1, hl]
  ring

/-- The logarithm of the distance to `2k_F` tends to minus infinity at `2k_F`. -/
theorem tendsto_log_distance :
    Tendsto (fun x : ℝ => Real.log |x - 1|) (𝓝[≠] 1) atBot := by
  rw [tendsto_atBot]
  intro b
  have hc : ContinuousAt (fun x : ℝ => |x - 1|) 1 := by fun_prop
  have h : ∀ᶠ x in 𝓝 (1 : ℝ), |x - 1| < Real.exp b :=
    hc.eventually_lt continuousAt_const (by simp [Real.exp_pos])
  filter_upwards [eventually_nhdsWithin_of_eventually_nhds h, self_mem_nhdsWithin]
    with x hx hne
  have hpos : 0 < |x - 1| := abs_pos.2 (sub_ne_zero.2 hne)
  calc Real.log |x - 1| ≤ Real.log (Real.exp b) := Real.log_le_log hpos hx.le
    _ = b := Real.log_exp b

/-- Near `2k_F` the Lindhard function deviates from one half as
`(1/2) (x - 1) ln |x - 1|`, to leading order. -/
theorem lindhard_singularity :
    Tendsto (fun x => (lindhard x - 1 / 2) / ((x - 1) * Real.log |x - 1|))
      (𝓝[≠] 1) (𝓝 (1 / 2)) := by
  have hinv : Tendsto (fun x : ℝ => (Real.log |x - 1|)⁻¹) (𝓝[≠] 1) (𝓝 0) :=
    tendsto_inv_atBot_zero.comp tendsto_log_distance
  have ca : ContinuousAt (fun x : ℝ => (1 + x) / (4 * x)) 1 := by
    fun_prop (disch := norm_num)
  have cb : ContinuousAt (fun x : ℝ => Real.log (1 + x)) 1 := by
    fun_prop (disch := norm_num)
  have h := (ca.tendsto.mono_left nhdsWithin_le_nhds).mul
    ((tendsto_const_nhds (x := (1 : ℝ))).sub
      ((cb.tendsto.mono_left nhdsWithin_le_nhds).mul hinv))
  have hval : (1 + 1) / (4 * 1) * (1 - Real.log (1 + 1) * 0) = (1 / 2 : ℝ) := by
    rw [mul_zero]; norm_num
  rw [hval] at h
  refine h.congr' ?_
  have hpos : ∀ᶠ x in 𝓝 (1 : ℝ), 0 < x := lt_mem_nhds one_pos
  filter_upwards [eventually_nhdsWithin_of_eventually_nhds hpos, self_mem_nhdsWithin,
    tendsto_log_distance.eventually_lt_atBot 0] with x hx hne hL
  have h1 : x - 1 ≠ 0 := sub_ne_zero.2 hne
  have hL' : Real.log |x - 1| ≠ 0 := hL.ne
  -- cancel the common factor `x - 1`, then divide by the logarithm
  rw [lindhard_sub_half hx hne, mul_div_mul_left _ _ h1, mul_div_assoc, sub_div,
    div_self hL', div_eq_mul_inv (Real.log (1 + x))]

/-- The Lindhard function is continuous at `2k_F`. -/
theorem lindhard_continuousAt : ContinuousAt lindhard 1 := by
  rw [continuousAt_iff_punctured_nhds, lindhard_one]
  have c0 : Continuous (fun x : ℝ => (x - 1) * Real.log (x - 1)) :=
    Real.continuous_mul_log.comp (continuous_id.sub continuous_const)
  have h0 : Tendsto (fun x : ℝ => (x - 1) * Real.log |x - 1|) (𝓝[≠] 1) (𝓝 0) := by
    have h := (c0.tendsto 1).mono_left (nhdsWithin_le_nhds (s := {1}ᶜ))
    simpa [Real.log_abs] using h
  have h := (lindhard_singularity.mul h0).add_const (1 / 2)
  have hval : (1 / 2 * 0 + 1 / 2 : ℝ) = 1 / 2 := by norm_num
  rw [hval] at h
  refine h.congr' ?_
  filter_upwards [self_mem_nhdsWithin, tendsto_log_distance.eventually_lt_atBot 0]
    with x hne hL
  have h1 : (x - 1) * Real.log |x - 1| ≠ 0 := mul_ne_zero (sub_ne_zero.2 hne) hL.ne
  rw [div_mul_cancel₀ _ h1]
  ring

/-- For `c ≥ 0`, the deviation of the interaction from its value at `2k_F`, divided by `(x - 1) ln
|x - 1|`, tends to `-2c/(2+c)²` as `x` tends to 1. -/
theorem screened_singularity {c : ℝ} (hc : 0 ≤ c) :
    Tendsto (fun x => (screened c x - screened c 1) / ((x - 1) * Real.log |x - 1|))
      (𝓝[≠] 1) (𝓝 (-(2 * c / (2 + c) ^ 2))) := by
  have hb : 1 + c / 2 ≠ 0 := by positivity
  have h2 : 2 + c ≠ 0 := by positivity
  have hinv : Tendsto (fun x : ℝ => (Real.log |x - 1|)⁻¹) (𝓝[≠] 1) (𝓝 0) :=
    tendsto_inv_atBot_zero.comp tendsto_log_distance
  have cx : ContinuousAt (fun x : ℝ => x + 1) 1 := by fun_prop
  have hD : Tendsto (fun x => x ^ 2 + c * lindhard x) (𝓝[≠] 1) (𝓝 (1 + c / 2)) := by
    have h : ContinuousAt (fun x => x ^ 2 + c * lindhard x) 1 :=
      (continuousAt_id.pow 2).add (continuousAt_const.mul lindhard_continuousAt)
    have hv : (1 : ℝ) ^ 2 + c * lindhard 1 = 1 + c / 2 := by rw [lindhard_one]; ring
    rw [← hv]
    exact h.tendsto.mono_left nhdsWithin_le_nhds
  -- the analytic part is suppressed by the inverse logarithm
  have h := ((((cx.tendsto.mono_left nhdsWithin_le_nhds).mul hinv).add
    (lindhard_singularity.const_mul c)).neg).div (hD.mul_const (1 + c / 2))
    (mul_ne_zero hb hb)
  have hval : -((1 + 1) * 0 + c * (1 / 2)) / ((1 + c / 2) * (1 + c / 2))
      = -(2 * c / (2 + c) ^ 2) := by
    have e : 1 + c / 2 = (2 + c) / 2 := by ring
    rw [e]
    field_simp
    ring
  rw [hval] at h
  refine h.congr' ?_
  filter_upwards [self_mem_nhdsWithin, tendsto_log_distance.eventually_lt_atBot 0,
    hD.eventually_ne hb] with x hne hL hDx
  have h1 : x - 1 ≠ 0 := sub_ne_zero.2 hne
  have hL' : Real.log |x - 1| ≠ 0 := hL.ne
  have e : (x + 1) * (Real.log |x - 1|)⁻¹
      + c * ((lindhard x - 1 / 2) / ((x - 1) * Real.log |x - 1|))
      = (x ^ 2 + c * lindhard x - (1 + c / 2)) / ((x - 1) * Real.log |x - 1|) := by
    field_simp
    ring
  have hs : screened c 1 = 1 / (1 + c / 2) := by
    rw [screened, lindhard_one]; congr 1; ring
  simp only [Pi.div_apply]
  rw [e, hs, screened, div_sub_div _ _ hDx hb]
  ring

/-- With screening present, the difference quotient of the interaction at `2k_F` tends to
plus infinity. -/
theorem screened_slope_tendsto {c : ℝ} (hc : 0 < c) :
    Tendsto (fun x => (screened c x - screened c 1) / (x - 1)) (𝓝[≠] 1) atTop := by
  have hneg : -(2 * c / (2 + c) ^ 2) < 0 := neg_lt_zero.2 (by positivity)
  refine ((screened_singularity hc.le).neg_mul_atBot hneg tendsto_log_distance).congr' ?_
  filter_upwards [tendsto_log_distance.eventually_lt_atBot 0] with x hL
  rw [← div_div, div_mul_cancel₀ _ hL.ne]

/-- The screened interaction is not differentiable at `q = 2k_F`. -/
theorem screened_not_differentiableAt {c : ℝ} (hc : 0 < c) :
    ¬ DifferentiableAt ℝ (screened c) 1 := by
  intro hd
  have h := hasDerivAt_iff_tendsto_slope.1 hd.hasDerivAt
  refine not_tendsto_nhds_of_tendsto_atTop (screened_slope_tendsto hc) _ (h.congr ?_)
  intro x
  rw [slope_def_field]

/-- For `c ≥ 0` the interaction is differentiable at `2k_F` exactly when the screening
strength `c` vanishes. -/
theorem screened_differentiableAt_iff {c : ℝ} (hc : 0 ≤ c) :
    DifferentiableAt ℝ (screened c) 1 ↔ c = 0 := by
  constructor
  · intro hd
    by_contra h0
    exact screened_not_differentiableAt (lt_of_le_of_ne hc (Ne.symm h0)) hd
  · rintro rfl
    have e : screened 0 = fun x : ℝ => 1 / x ^ 2 := by
      funext x
      rw [screened, zero_mul, add_zero]
    rw [e]
    fun_prop (disch := norm_num)

end

end ScreenedCoulombKohnSingularity
```

```lean
#print axioms ScreenedCoulombKohnSingularity.screened_differentiableAt_iff
```

```
'ScreenedCoulombKohnSingularity.screened_differentiableAt_iff' depends on axioms: [propext, Classical.choice, Quot.sound]
```

## Two-sided limits at \(x=1\) in Lean

`lindhard x` is \(F(x)\), with \(F(1)=\frac12\) set by the `if`, and `screened c x` is \(V_c(x)\). Both are real functions of the dimensionless \(x\), and `Real.log` is the natural logarithm. The filter `𝓝[≠] 1` means that \(x\) approaches 1 from both sides without equalling it; `atTop` and `atBot` stand for \(+\infty\) and \(-\infty\).

The hypothesis `0 ≤ c` suffices for the coefficient of the singularity, while the infinite slope needs `0 < c`. `screened_differentiableAt_iff` combines the two cases: for \(c\ge0\), the interaction is differentiable at \(2k_F\) exactly when \(c=0\).

The Lindhard formula is taken as a definition, not derived from the response of the Fermi sea. It describes non-interacting electrons in three dimensions at zero temperature, and within that linear-response model the singularity at \(2k_F\) is the source of the Friedel oscillations. The Fourier transform that turns it into ripples in real space is left to the usual asymptotic analysis.

## How the proof follows the calculation

`lindhard_sub_half` is the factorisation of \(F-\frac12\). `tendsto_log_distance` proves \(L\to-\infty\): for any bound \(b\), points close enough to 1 satisfy \(|x-1|<e^b\).

`lindhard_singularity` computes the limit of the simplified product, then uses `congr'` to transfer it to the original quotient, which agrees with it near 1. `lindhard_continuousAt` multiplies that limit by \((x-1)L\to0\), which comes from Mathlib's continuity of \(y\ln y\).

In `screened_singularity`, `hD` is the limit \(D(x)\to1+c/2\), `h` assembles the limit of the divided difference, and `div_sub_div` puts the two reciprocals over a common denominator. `screened_slope_tendsto` multiplies the negative limit by \(L\) through `neg_mul_atBot`.

Finally, `screened_not_differentiableAt` assumes a derivative. The difference quotient would then have a finite limit, contradicting its divergence to \(+\infty\). The equivalence adds the case \(c=0\), where `screened 0` reduces to \(1/x^2\).
